# Five regular cages from the Euler relation, and 4, 8 or 20 atoms at coordination three

## Question

Before I optimise geometries for saturated \((\mathrm{CH})_n\) cages I draw up the list of skeletons to try, and I cut that list off with a counting argument: if every carbon has three skeletal bonds and all rings of the cage have the same size, I only build \(n = 4, 8, 20\), the tetrahedrane, cubane and dodecahedrane frameworks. The general claim behind this concerns a closed cage with \(V\) atoms, \(E\) bonds and \(F\) rings, in which every ring has \(p \ge 3\) bonds and every atom has \(q \ge 3\) bonds. The relations \(pF = 2E = qV\) and \(V - E + F = 2\) are supposed to have exactly five solutions in positive integers, three of them with \(q = 3\).

Can this be stated and proved in Lean 4 with Mathlib? I would also like to see the same count for flat nets, and for three-coordinate cages of pentagons and hexagons, where I check for twelve pentagons.

## Answer

### How the cage is represented

A cage enters only through five natural numbers and one integer. The structure `RegularCount χ p q V E F` is the conjunction of three equations.

- `face` is \(pF = 2E\). Going round all \(F\) rings of \(p\) bonds meets every bond twice, once from each side.
- `vertex` is \(qV = 2E\). Listing the \(q\) bonds at each of the \(V\) atoms meets every bond twice, once from each end.
- `euler` is \(V - E + F = \chi\), where the integer \(\chi\) is the Euler characteristic of the surface that the rings tile: 2 for a sphere-like cage, 0 for a torus or for the contents of one cell of a periodic planar net.

A ring is a face of the polyhedron, and \(q\) counts skeletal bonds only, so the hydrogen of a CH vertex is not part of the graph. The Euler relation is written in \(\mathbb{Z}\), because \(V < E\) in all five solutions and subtraction in \(\mathbb{N}\) would cut \(V - E\) off at zero.

All three equations are hypotheses. The file has no graph, no embedding and no coordinates, so Euler's polyhedron formula is an input, and what gets classified is the set of count tuples of the Platonic solids. Whether a tuple is realised by a polyhedron, and by only one, is a question that this model has no means to pose. The names tetrahedron, cube and so on label the rows of the table below and the entries of `platonic`; the theorems themselves speak of tuples of numbers.

Positivity of \(V, E, F\) is not assumed for \(\chi = 2\). The theorems range over all natural numbers including zero, and every entry of the five tuples turns out positive, so the version with positive integers is contained in them.

For rings of unequal size the rings are indexed by a finite type `ι`, ring \(f\) has size \(n_f\) (`n f`), and \(F\) is `Fintype.card ι`. The face equation becomes \(\sum_f n_f = 2E\).

In a localised two-centre two-electron picture each CH vertex gives three electrons to the skeleton, and \(3V = 2E\) says that these fill exactly the \(E\) carbon–carbon bonds, so the result fixes the skeletal electron numbers 12, 24 and 60 for equal-ring cages, within a model that holds counts only and says nothing about energies, strain or stability.

### Derivation

Multiply the Euler relation by \(pq\) and group the factors so that the other two equations apply:
\[
p\,(qV) - pqE + q\,(pF) = \chi pq .
\]
With \(qV = 2E\) and \(pF = 2E\) the left side is \(2pE - pqE + 2qE\), so
\[
E\,(2p + 2q - pq) = \chi\,p\,q . \tag{1}
\]

Let \(\chi > 0\) and \(p, q > 0\). The right side of (1) is positive and \(E \ge 0\), so the bracket is positive. Since \((p-2)(q-2) = pq - 2p - 2q + 4\), this reads
\[
(p-2)(q-2) < 4 . \tag{2}
\]

Now take \(\chi = 2\) and \(p, q \ge 3\), and put \(a = p - 3 \ge 0\), \(b = q - 3 \ge 0\). Then (2) is \(ab + a + b + 1 < 4\). As \(ab \ge 0\), we get \(a + b < 3\), that is \(p + q < 9\), and because each of \(p, q\) is at least 3, each is at most 5. It is enough to keep these separate bounds, which leave nine pairs to check. The bracket \(d = 2p + 2q - pq\) is \(0\) for \((4,4)\), \(-2\) for \((4,5)\) and \((5,4)\), and \(-5\) for \((5,5)\), and then \(Ed = 2pq > 0\) has no solution with \(E \ge 0\). For the other five pairs \(E = 2pq/d\), \(V = 2E/q\) and \(F = 2E/p\):
\[
\begin{array}{ccccccl}
p & q & d & V & E & F & \\
3 & 3 & 3 & 4 & 6 & 4 & \text{tetrahedron}\\
4 & 3 & 2 & 8 & 12 & 6 & \text{cube}\\
3 & 4 & 2 & 6 & 12 & 8 & \text{octahedron}\\
5 & 3 & 1 & 20 & 30 & 12 & \text{dodecahedron}\\
3 & 5 & 1 & 12 & 30 & 20 & \text{icosahedron}
\end{array}
\]
All divisions are exact, and substitution shows that each row satisfies the three equations, for example \(5 \cdot 12 = 60 = 3 \cdot 20\) and \(20 - 30 + 12 = 2\). The rows with \(q = 3\) have \(V = 4, 8, 20\).

For \(\chi = 0\) and \(E > 0\), (1) forces \(d = 0\), that is \((p-2)(q-2) = 4\). The positive factorisations \(4 \cdot 1\), \(2 \cdot 2\), \(1 \cdot 4\) give \((p,q) = (6,3), (4,4), (3,6)\). Of the negative ones, \((-1)(-4)\) and \((-4)(-1)\) need \(q = -2\) or \(p = -2\), and \((-2)(-2)\) gives \(p = q = 0\), which contradicts \(pF = 2E > 0\).

For three-coordinate atoms and rings of any sizes,
\[
\sum_f (6 - n_f) = 6F - 2E ,
\qquad
6\chi = 6V - 6E + 6F = 4E - 6E + 6F = 6F - 2E ,
\]
where \(6V = 4E\) comes from \(3V = 2E\). Hence \(\sum_f (6 - n_f) = 6\chi\). If \(\chi = 2\) and every \(n_f\) is 5 or 6, a pentagon contributes 1 and a hexagon 0, so the number of pentagons is 12.

### The file

```lean
import Mathlib

open Finset

namespace EulerCages

/-- Counting relations of a regular cage with `V` atoms, `E` bonds and `F` rings: every ring has
`p` bonds, every atom has `q` bonds, and the Euler characteristic `V - E + F` equals `χ`. -/
structure RegularCount (χ : ℤ) (p q V E F : ℕ) : Prop where
  face : p * F = 2 * E
  vertex : q * V = 2 * E
  euler : (V : ℤ) - E + F = χ

/-- The tuples `(p, q, V, E, F)` of the tetrahedron, cube, octahedron, dodecahedron and
icosahedron. -/
def platonic : Finset (ℕ × ℕ × ℕ × ℕ × ℕ) :=
  {(3, 3, 4, 6, 4), (4, 3, 8, 12, 6), (3, 4, 6, 12, 8), (5, 3, 20, 30, 12), (3, 5, 12, 30, 20)}

/-- In a regular cage the number of bonds obeys `E (2p + 2q - pq) = χ p q`. -/
theorem edge_formula {χ : ℤ} {p q V E F : ℕ} (h : RegularCount χ p q V E F) :
    (E : ℤ) * (2 * p + 2 * q - p * q) = χ * p * q := by
  have hf : (p : ℤ) * F = 2 * E := by exact_mod_cast h.face
  have hv : (q : ℤ) * V = 2 * E := by exact_mod_cast h.vertex
  -- multiply the Euler relation by `p q` and eliminate `V` and `F`
  linear_combination (p : ℤ) * q * h.euler - (p : ℤ) * hv - (q : ℤ) * hf

/-- A regular cage of positive Euler characteristic with positive ring size and coordination
number has `(p - 2)(q - 2) < 4`. -/
theorem curvature_bound {χ : ℤ} {p q V E F : ℕ} (hχ : 0 < χ) (hp : 0 < p) (hq : 0 < q)
    (h : RegularCount χ p q V E F) : ((p : ℤ) - 2) * ((q : ℤ) - 2) < 4 := by
  have he := edge_formula h
  have hp' : (0 : ℤ) < p := by exact_mod_cast hp
  have hq' : (0 : ℤ) < q := by exact_mod_cast hq
  have hpos : 0 < χ * p * q := mul_pos (mul_pos hχ hp') hq'
  have hE : (0 : ℤ) ≤ E := Int.natCast_nonneg E
  by_contra hc
  have hc' : (4 : ℤ) ≤ ((p : ℤ) - 2) * ((q : ℤ) - 2) := not_lt.mp hc
  -- otherwise the left side of the edge formula is not positive
  have hd : (0 : ℤ) ≤ p * q - 2 * p - 2 * q := by nlinarith
  have hm := mul_nonneg hE hd
  nlinarith

/-- The counting relations of a regular cage with `χ = 2` and `p, q ≥ 3` hold exactly for the five
Platonic tuples `(p, q, V, E, F)`. -/
theorem regular_cage_iff (p q V E F : ℕ) :
    (3 ≤ p ∧ 3 ≤ q ∧ RegularCount 2 p q V E F) ↔ (p, q, V, E, F) ∈ platonic := by
  constructor
  · rintro ⟨hp, hq, h⟩
    have hb := curvature_bound (by norm_num) (by omega) (by omega) h
    have hp' : (0 : ℤ) ≤ (p : ℤ) - 3 := by omega
    have hq' : (0 : ℤ) ≤ (q : ℤ) - 3 := by omega
    have hm := mul_nonneg hp' hq'
    -- the bound confines both `p` and `q` to 3, 4, 5
    have hs : (p : ℤ) + q < 9 := by nlinarith
    have hp5 : p ≤ 5 := by omega
    have hq5 : q ≤ 5 := by omega
    obtain ⟨hf, hv, he⟩ := h
    clear hb hm hp' hq' hs
    -- each of the nine cases is a linear system for `V, E, F`
    interval_cases p <;> interval_cases q <;> simp [platonic] <;> omega
  · intro h
    simp only [platonic, mem_insert, mem_singleton, Prod.mk.injEq] at h
    rcases h with ⟨rfl, rfl, rfl, rfl, rfl⟩ | ⟨rfl, rfl, rfl, rfl, rfl⟩ |
        ⟨rfl, rfl, rfl, rfl, rfl⟩ | ⟨rfl, rfl, rfl, rfl, rfl⟩ | ⟨rfl, rfl, rfl, rfl, rfl⟩ <;>
      exact ⟨by norm_num, by norm_num, ⟨by norm_num, by norm_num, by norm_num⟩⟩

/-- Exactly five tuples `(p, q, V, E, F)` with `p, q ≥ 3` satisfy the counting relations of a
regular cage with `χ = 2`. -/
theorem regular_cage_count :
    {t : ℕ × ℕ × ℕ × ℕ × ℕ | 3 ≤ t.1 ∧ 3 ≤ t.2.1 ∧
      RegularCount 2 t.1 t.2.1 t.2.2.1 t.2.2.2.1 t.2.2.2.2}.ncard = 5 := by
  have hset : {t : ℕ × ℕ × ℕ × ℕ × ℕ | 3 ≤ t.1 ∧ 3 ≤ t.2.1 ∧
      RegularCount 2 t.1 t.2.1 t.2.2.1 t.2.2.2.1 t.2.2.2.2} = (platonic : Set _) := by
    ext ⟨p, q, V, E, F⟩
    rw [Finset.mem_coe]
    exact regular_cage_iff p q V E F
  rw [hset, Set.ncard_coe_finset]
  rfl

/-- With three-coordinate atoms, `χ = 2` and `p ≥ 3`, the counting relations hold exactly for
`(p, V, E, F)` equal to `(3, 4, 6, 4)`, `(4, 8, 12, 6)` or `(5, 20, 30, 12)`. -/
theorem trivalent_cage_iff (p V E F : ℕ) :
    (3 ≤ p ∧ RegularCount 2 p 3 V E F) ↔
      (p = 3 ∧ V = 4 ∧ E = 6 ∧ F = 4) ∨ (p = 4 ∧ V = 8 ∧ E = 12 ∧ F = 6) ∨
        (p = 5 ∧ V = 20 ∧ E = 30 ∧ F = 12) := by
  constructor
  · rintro ⟨hp, h⟩
    have hmem := (regular_cage_iff p 3 V E F).1 ⟨hp, le_rfl, h⟩
    simp [platonic] at hmem
    exact hmem
  · rintro (⟨rfl, rfl, rfl, rfl⟩ | ⟨rfl, rfl, rfl, rfl⟩ | ⟨rfl, rfl, rfl, rfl⟩) <;>
      exact ⟨by norm_num, ⟨by norm_num, by norm_num, by norm_num⟩⟩

/-- The atom counts allowed for a regular three-coordinate cage with `χ = 2` and ring size at
least 3 by the counting relations are exactly 4, 8 and 20. -/
theorem trivalent_atom_counts (V : ℕ) :
    (∃ p E F, 3 ≤ p ∧ RegularCount 2 p 3 V E F) ↔ V = 4 ∨ V = 8 ∨ V = 20 := by
  constructor
  · rintro ⟨p, E, F, h⟩
    rcases (trivalent_cage_iff p V E F).1 h with h | h | h <;> omega
  · rintro (rfl | rfl | rfl)
    · exact ⟨3, 6, 4, (trivalent_cage_iff _ _ _ _).2 (by norm_num)⟩
    · exact ⟨4, 12, 6, (trivalent_cage_iff _ _ _ _).2 (by norm_num)⟩
    · exact ⟨5, 30, 12, (trivalent_cage_iff _ _ _ _).2 (by norm_num)⟩

/-- A regular network with `χ = 0` and at least one bond has ring size and coordination number
`(6, 3)`, `(4, 4)` or `(3, 6)`. -/
theorem flat_net {p q V E F : ℕ} (hE : 0 < E) (h : RegularCount 0 p q V E F) :
    (p = 6 ∧ q = 3) ∨ (p = 4 ∧ q = 4) ∨ (p = 3 ∧ q = 6) := by
  have he := edge_formula h
  have hE' : (E : ℤ) ≠ 0 := by omega
  rw [zero_mul, zero_mul] at he
  -- the bracket in the edge formula must vanish
  have hz : (2 * p + 2 * q - p * q : ℤ) = 0 := (mul_eq_zero.mp he).resolve_left hE'
  have hn : 2 * p + 2 * q = p * q := by
    have hz' : (2 * p + 2 * q : ℤ) = p * q := by linarith
    exact_mod_cast hz'
  have hf := h.face
  clear he hz h
  have hp6 : p ≤ 6 := by
    by_contra hc
    have hp7 : 7 ≤ p := by omega
    rcases Nat.lt_or_ge q 3 with hq | hq
    · interval_cases q <;> omega
    · obtain ⟨a, rfl⟩ := Nat.exists_eq_add_of_le hp7
      obtain ⟨b, rfl⟩ := Nat.exists_eq_add_of_le hq
      nlinarith [Nat.zero_le (a * b), Nat.zero_le a, Nat.zero_le b]
  interval_cases p <;> omega

/-- For three-coordinate atoms and rings `f` of arbitrary sizes `n f`, the deviations
`6 - n f` from hexagons add up to six times the Euler characteristic. -/
theorem ring_defect_sum {ι : Type*} [Fintype ι] (n : ι → ℕ) {χ : ℤ} {V E : ℕ}
    (hf : ∑ f, n f = 2 * E) (hv : 3 * V = 2 * E)
    (he : (V : ℤ) - E + Fintype.card ι = χ) :
    ∑ f, (6 - (n f : ℤ)) = 6 * χ := by
  have hf' : ∑ f, (n f : ℤ) = 2 * E := by exact_mod_cast hf
  have hv' : 3 * (V : ℤ) = 2 * E := by exact_mod_cast hv
  simp only [Finset.sum_sub_distrib, Finset.sum_const, Finset.card_univ, nsmul_eq_mul]
  linarith

/-- A three-coordinate cage with `χ = 2` whose rings are all pentagons or hexagons has exactly
twelve pentagons. -/
theorem twelve_pentagons {ι : Type*} [Fintype ι] (n : ι → ℕ) {V E : ℕ}
    (hn : ∀ f, n f = 5 ∨ n f = 6) (hf : ∑ f, n f = 2 * E) (hv : 3 * V = 2 * E)
    (he : (V : ℤ) - E + Fintype.card ι = 2) :
    (univ.filter fun f => n f = 5).card = 12 := by
  have key := ring_defect_sum n hf hv he
  -- a pentagon contributes 1 to the defect sum, a hexagon 0
  have hc : ((univ.filter fun f => n f = 5).card : ℤ) = ∑ f, (6 - (n f : ℤ)) := by
    rw [Finset.card_filter, Nat.cast_sum]
    refine Finset.sum_congr rfl fun f _ => ?_
    rcases hn f with h | h <;> simp [h]
  rw [key] at hc
  omega

end EulerCages
```

```lean
#print axioms EulerCages.regular_cage_count
#print axioms EulerCages.trivalent_atom_counts
#print axioms EulerCages.flat_net
#print axioms EulerCages.twelve_pentagons
```

```
'EulerCages.regular_cage_count' depends on axioms: [propext, Classical.choice, Quot.sound]
'EulerCages.trivalent_atom_counts' depends on axioms: [propext, Classical.choice, Quot.sound]
'EulerCages.flat_net' depends on axioms: [propext, Classical.choice, Quot.sound]
'EulerCages.twelve_pentagons' depends on axioms: [propext, Classical.choice, Quot.sound]
```

### What the theorems say

`regular_cage_iff` is an equivalence: for natural numbers \(p, q, V, E, F\), the conditions \(p \ge 3\), \(q \ge 3\) and `RegularCount 2 p q V E F` hold exactly when \((p, q, V, E, F)\) lies in `platonic`, the finite set of the five rows above in that order of entries. `regular_cage_count` states the same as a number. The tuple `t` has `t.1` \(= p\), `t.2.1` \(= q\), `t.2.2.1` \(= V\), `t.2.2.2.1` \(= E\), `t.2.2.2.2` \(= F\), and the solution set has `ncard` equal to 5. Mathlib assigns `ncard` zero to an infinite set, so the value 5 also says that the set is finite.

`trivalent_cage_iff` fixes \(q = 3\) and lists the three solutions \((p, V, E, F)\). `trivalent_atom_counts` keeps only the atom number: some \(p \ge 3\), \(E\), \(F\) complete \(V\) to a solution if and only if \(V \in \{4, 8, 20\}\). This is the cut-off of the question, for skeletons that obey the three equations.

`flat_net` is an implication in one direction: \(\chi = 0\) and \(E > 0\) give one of three pairs \((p, q)\). It needs no lower bound on \(p\) or \(q\), and it says nothing about \(V, E, F\) themselves. `ring_defect_sum` holds for any integer \(\chi\) and any ring sizes. `twelve_pentagons` counts the rings with \(n_f = 5\) as `(univ.filter fun f => n f = 5).card` and leaves the number of hexagons open.

### How the proofs follow the derivation

`edge_formula` is (1). Its `linear_combination` takes \(pq\) times the Euler relation and subtracts \(p\) times the vertex equation and \(q\) times the face equation, which removes the terms \(pqV\) and \(pqF\).

`curvature_bound` is (2), by contradiction. If \((p-2)(q-2) \ge 4\), then `hd` says \(pq - 2p - 2q \ge 0\), `hm` multiplies this by \(E \ge 0\), and by (1) the product equals \(-\chi pq\), which `hpos` makes negative.

In the forward direction of `regular_cage_iff`, `hm` is \(ab \ge 0\), and `hs` is \(p + q < 9\), from which `hp5` and `hq5` follow. The proof then discards the auxiliary inequalities in \(\mathbb{Z}\) and keeps the bounds \(3 \le p, q \le 5\) and the three equations. The two `interval_cases` calls produce the nine pairs, and with \(p\) and \(q\) replaced by numerals the equations are linear in \(V, E, F\), which `omega` decides. In five cases it arrives at the row of the table, and in the four cases with \(d \le 0\) it finds the system inconsistent. The backward direction substitutes each row and evaluates. `regular_cage_count` identifies the solution set with `platonic` and computes the cardinality of that explicit set.

`trivalent_cage_iff` applies the main equivalence at \(q = 3\), where `simp` removes the two rows with \(q = 4\) and \(q = 5\). `trivalent_atom_counts` reads off \(V\) in one direction and supplies the triples \((p, E, F) = (3,6,4), (4,12,6), (5,30,12)\) in the other.

`flat_net` reaches \(2p + 2q = pq\) as `hn` and then replaces the factorisation of 4 by a bound and a case check. For `hp6`, suppose \(p \ge 7\). The values \(q = 0, 1, 2\) give \(2p = 0\), \(2p + 2 = p\), \(2p + 4 = 2p\), all false. For \(q \ge 3\), with new offsets \(p = 7 + a\) and \(q = 3 + b\), the equation becomes \(0 = 1 + a + 5b + ab\), which is impossible for natural numbers. The cases \(p = 0, \dots, 6\) are linear in \(q\); the case \(p = 0\) falls to `hf` together with \(E > 0\), and \(p = 5\) to \(3q = 10\).

`ring_defect_sum` splits the sum into \(6F - \sum_f n_f\), after which `linarith` does the elimination shown above. In `twelve_pentagons`, `hc` writes the number of pentagons as a sum of zeros and ones over all rings and compares it with \(6 - n_f\) term by term.

### Remarks

The examples and comments from here on are checked on paper or taken from general knowledge, and the file does not contain them.

*Weaker hypotheses.* Without \(q \ge 3\) the list becomes infinite: a single ring of \(m \ge 3\) atoms, with its inside and outside as two faces, has \((p, q, V, E, F) = (m, 2, m, m, 2)\), for example \((6, 2, 6, 6, 2)\) for the carbon ring of benzene. Without \(p \ge 3\), the tuple \((2, 3, 2, 3, 3)\), two atoms joined by three bonds, adds \(V = 2\) to the atom counts, and the empty solution \((0, 3, 0, 0, 2)\) adds \(V = 0\). Without \(E > 0\) in `flat_net`, \(V = E = F = 0\) satisfies the equations for every \(p\) and \(q\). Without `hn`, the pentagonal prism (\(V = 10\), \(E = 15\), two pentagons and five squares) meets the other three hypotheses of `twelve_pentagons` with defect sum \(2 \cdot 1 + 5 \cdot 2 = 12\) and only two pentagons.

*Counts against structures.* Twelve pentagons and \(h\) hexagons give \(2E = 60 + 6h\) and \(V = 20 + 2h\), so \(h = 20\) is the \(\mathrm{C}_{60}\) count with \(E = 90\) and \(F = 32\). The choice \(h = 1\) gives \(V = 22\), \(E = 33\), \(F = 13\), which obeys every equation although no such polyhedral cage exists. The relations are necessary conditions on a skeleton.

*A different model.* A cage could be given as a combinatorial map: a finite set of half-bonds with one permutation that pairs them into bonds and one that cycles them round each atom, so that atoms, bonds and rings are orbits. Then \(qV = 2E\) and \(pF = 2E\) would be lemmas about orbit sizes, connectedness could be stated, and \(\chi = 2\) would remain as the condition that the surface is a sphere. One could then ask for existence and uniqueness of the structure belonging to each tuple, at the price of a longer development, whose arithmetic core would still be `regular_cage_iff`.

*In code.* The enumeration is a short loop, and the theorem is what allows both ranges to stop at 5:

```python
for p in range(3, 6):
    for q in range(3, 6):
        d = 2*p + 2*q - p*q
        if d > 0:
            E = 2*p*q // d
            print(p, q, 2*E // q, E, 2*E // p)
```

As a check on a generated structure with three-coordinate atoms one tests \(V - E + F = 2\) and \(\sum_f (6 - n_f) = 12\), and there \(F\) has to be the number of faces. A smallest set of smallest rings of a connected graph has \(E - V + 1\) members, one fewer than \(F\): five for cubane, where \(F = 6\), so that ring list gives \(V - E + F = 1\). Two separate cages in one input give 4, for example \(8 - 12 + 8\) for two tetrahedra.
